# The characteristic polynomial of a matrix that commutes with a diagonal matrix is the product of those of its blocks

If a finite square matrix $H$ over a field commutes with $\mathrm{diag}(d)$, then $H_{ij}=0$ whenever $d_i\neq d_j$, and the characteristic polynomial of $H$ is the product of those of its blocks, one block for each value $M$ that $d$ takes. Over an algebraically closed field the eigenvalues of each block, counted with algebraic multiplicity, add up to the sum of its diagonal elements. So if one block has the eigenvalues of another and exactly one more, that one is the difference of the two diagonal sums.

In Lean 4 with Mathlib:

```lean
import Mathlib

open Polynomial

namespace DiagonalSumRule

noncomputable section

variable {n K : Type*} [Fintype n] [DecidableEq n] [Field K] [DecidableEq K]

/-- The block of `H` on the basis states whose quantum number `d` has the value `M`. -/
def block (H : Matrix n n K) (d : n → K) (M : K) :
    Matrix {i // d i = M} {i // d i = M} K :=
  H.submatrix Subtype.val Subtype.val

omit [DecidableEq K] in
/-- Selection rule: if `H` commutes with the diagonal matrix of `d`, it has no matrix element
between basis states with different values of `d`. -/
theorem selection_rule {H : Matrix n n K} {d : n → K}
    (h : H * Matrix.diagonal d = Matrix.diagonal d * H) {i j : n} (hij : d i ≠ d j) :
    H i j = 0 := by
  have h1 := congrFun (congrFun h i) j
  rw [Matrix.mul_diagonal, Matrix.diagonal_mul] at h1
  have h2 : (d i - d j) * H i j = 0 := by linear_combination -h1
  exact (mul_eq_zero.mp h2).resolve_left (sub_ne_zero.mpr hij)

/-- If `H` commutes with the diagonal matrix of `d`, its characteristic polynomial is the product
of those of its blocks, over all values `M` that `d` takes. -/
theorem charpoly_eq_prod_blocks {H : Matrix n n K} {d : n → K}
    (h : H * Matrix.diagonal d = Matrix.diagonal d * H) :
    H.charpoly = ∏ M ∈ Finset.univ.image d, (block H d M).charpoly := by
  -- the determinant factorises, by block triangularity in an arbitrary order of the labels
  have key : (Matrix.charmatrix H).det =
      ∏ M ∈ Finset.univ.image d, ((Matrix.charmatrix H).toSquareBlock d M).det := by
    classical
    let _ : LinearOrder K := linearOrderOfSTO WellOrderingRel
    have hb : (Matrix.charmatrix H).BlockTriangular d := by
      intro i j hij
      have hd : d i ≠ d j := hij.ne'
      have hne : i ≠ j := fun e => hd (congrArg d e)
      rw [Matrix.charmatrix_apply_ne _ _ _ hne, selection_rule h hd, C_0, neg_zero]
    convert hb.det
  rw [Matrix.charpoly, key]
  refine Finset.prod_congr rfl fun M _ => ?_
  -- a block of the characteristic matrix is the characteristic matrix of the block
  have hblock : (Matrix.charmatrix H).toSquareBlock d M = Matrix.charmatrix (block H d M) := by
    refine Matrix.ext fun i j => ?_
    change Matrix.charmatrix H i.1 j.1 = _
    by_cases hij : i = j
    · subst hij
      rw [Matrix.charmatrix_apply_eq, Matrix.charmatrix_apply_eq]
      rfl
    · have hne : i.1 ≠ j.1 := fun e => hij (Subtype.ext e)
      rw [Matrix.charmatrix_apply_ne _ _ _ hne, Matrix.charmatrix_apply_ne _ _ _ hij]
      rfl
  rw [hblock, Matrix.charpoly]

/-- If `H` commutes with the diagonal matrix of `d`, the eigenvalues of `H` in `K`, counted with
algebraic multiplicity, are those of all its blocks taken together. -/
theorem levels_eq_sum_block_levels {H : Matrix n n K} {d : n → K}
    (h : H * Matrix.diagonal d = Matrix.diagonal d * H) :
    H.charpoly.roots = ∑ M ∈ Finset.univ.image d, (block H d M).charpoly.roots := by
  rw [charpoly_eq_prod_blocks h]
  exact Polynomial.roots_prod _ _
    (Finset.prod_ne_zero_iff.mpr fun M _ => (Matrix.charpoly_monic _).ne_zero)

/-- Over an algebraically closed field, the eigenvalues of the block at `M`, counted with algebraic
multiplicity, add up to the diagonal elements of `H` on the states with `d = M`. -/
theorem block_level_sum [IsAlgClosed K] (H : Matrix n n K) (d : n → K) (M : K) :
    (block H d M).charpoly.roots.sum = ∑ i with d i = M, H i i := by
  rw [← Matrix.trace_eq_sum_roots_charpoly]
  exact (Finset.sum_subtype (Finset.univ.filter fun i => d i = M) (by simp)
    (fun i => H i i)).symm

/-- Slater's subtraction: let `H`, over an algebraically closed field, commute with the diagonal
matrix of `d`, and let the block at `M` have the levels of the block at `M'` and one more, `E`.
Then `E` is an eigenvalue of `H` and equals the difference of the two diagonal sums. -/
theorem level_by_subtraction [IsAlgClosed K] {H : Matrix n n K} {d : n → K}
    (h : H * Matrix.diagonal d = Matrix.diagonal d * H) {M M' E : K}
    (hE : (block H d M).charpoly = (X - C E) * (block H d M').charpoly) :
    H.charpoly.IsRoot E ∧
      E = (∑ i with d i = M, H i i) - ∑ i with d i = M', H i i := by
  constructor
  · -- the polynomial of a block divides that of `H`
    have hdvd : (block H d M).charpoly ∣ H.charpoly := by
      by_cases hM : M ∈ Finset.univ.image d
      · rw [charpoly_eq_prod_blocks h]
        exact Finset.dvd_prod_of_mem (fun M => (block H d M).charpoly) hM
      · have : IsEmpty {i // d i = M} :=
          ⟨fun i => hM (Finset.mem_image.mpr ⟨i.1, Finset.mem_univ _, i.2⟩)⟩
        rw [Matrix.charpoly, Matrix.det_isEmpty]
        exact one_dvd _
    exact dvd_iff_isRoot.mp ((Dvd.intro _ hE.symm).trans hdvd)
  · -- compare the sums of the levels of the two blocks
    have h1 := block_level_sum H d M
    rw [hE, roots_mul (mul_ne_zero (X_sub_C_ne_zero E) (Matrix.charpoly_monic _).ne_zero),
      roots_X_sub_C, Multiset.sum_add, Multiset.sum_singleton, block_level_sum] at h1
    linear_combination h1

/-- The characteristic polynomial of a block can be computed from any list `f`, without
repetition, of exactly the basis states with `d = M`. -/
theorem block_charpoly_of_list {m : Type*} [Fintype m] [DecidableEq m] (H : Matrix n n K)
    {d : n → K} {M : K} (f : m → n) (hf : Function.Injective f)
    (hr : ∀ i, d i = M ↔ ∃ k, f k = i) :
    (block H d M).charpoly = (H.submatrix f f).charpoly := by
  let g : m → {i // d i = M} := fun k => ⟨f k, (hr _).2 ⟨k, rfl⟩⟩
  have hg : Function.Bijective g := by
    refine ⟨fun a b hab => hf (congrArg Subtype.val hab), fun i => ?_⟩
    obtain ⟨k, hk⟩ := (hr i.1).1 i.2
    exact ⟨k, Subtype.ext hk⟩
  exact (Matrix.charpoly_reindex (Equiv.ofBijective g hg).symm (block H d M)).symm

/-- The exchange Hamiltonian `J S₁·S₂` of two spins one half, in the basis `↑↑, ↑↓, ↓↑, ↓↓`. -/
def exchange (J : ℂ) : Matrix (Fin 4) (Fin 4) ℂ :=
  !![J / 4, 0, 0, 0; 0, -J / 4, J / 2, 0; 0, J / 2, -J / 4, 0; 0, 0, 0, J / 4]

/-- The total spin projection of the basis states `↑↑, ↑↓, ↓↑, ↓↓`. -/
def spinZ : Fin 4 → ℂ := ![1, 0, 0, -1]

/-- The exchange Hamiltonian commutes with the total spin projection, and its block at projection 0
has the level of the block at projection 1 and one more, `-3J/4`. -/
theorem level_by_subtraction_witness (J : ℂ) :
    exchange J * Matrix.diagonal spinZ = Matrix.diagonal spinZ * exchange J ∧
      (block (exchange J) spinZ 0).charpoly =
        (X - C (-3 * J / 4)) * (block (exchange J) spinZ 1).charpoly := by
  constructor
  · ext i j
    rw [Matrix.mul_diagonal, Matrix.diagonal_mul]
    fin_cases i <;> fin_cases j <;> simp [exchange, spinZ]
  · have h0 := block_charpoly_of_list (exchange J) (d := spinZ) (M := 0)
      (![1, 2] : Fin 2 → Fin 4) (by decide)
      (by intro i; fin_cases i <;> norm_num [spinZ, Fin.exists_fin_two] <;> decide)
    have h1 := block_charpoly_of_list (exchange J) (d := spinZ) (M := 1)
      (fun _ : Fin 1 => (0 : Fin 4)) (fun a b _ => Subsingleton.elim a b)
      (by intro i; fin_cases i <;> norm_num [spinZ])
    -- trace and determinant of the two-dimensional block
    have ht : ((exchange J).submatrix ![1, 2] ![1, 2]).trace = -3 * J / 4 + J / 4 := by
      rw [Matrix.trace_fin_two]
      simp [exchange]
      ring
    have hd : ((exchange J).submatrix ![1, 2] ![1, 2]).det = -3 * J / 4 * (J / 4) := by
      rw [Matrix.det_fin_two]
      simp [exchange]
      ring
    have hs : (exchange J).submatrix (fun _ : Fin 1 => (0 : Fin 4)) (fun _ => 0) 0 0 = J / 4 := by
      simp [exchange]
    have hc : ((exchange J).submatrix (fun _ : Fin 1 => (0 : Fin 4)) (fun _ => 0)).charpoly =
        X - C (J / 4) := by
      rw [Matrix.charpoly, Matrix.det_fin_one, Matrix.charmatrix_apply_eq]
      exact congrArg (fun z : ℂ => (X - C z : ℂ[X])) hs
    rw [h0, h1.trans hc, Matrix.charpoly_fin_two, ht, hd, C_add, C_mul]
    ring

end

end DiagonalSumRule
```

```lean
#print axioms DiagonalSumRule.charpoly_eq_prod_blocks
-- 'DiagonalSumRule.charpoly_eq_prod_blocks' depends on axioms: [propext, Classical.choice, Quot.sound]
#print axioms DiagonalSumRule.levels_eq_sum_block_levels
-- 'DiagonalSumRule.levels_eq_sum_block_levels' depends on axioms: [propext, Classical.choice, Quot.sound]
#print axioms DiagonalSumRule.level_by_subtraction
-- 'DiagonalSumRule.level_by_subtraction' depends on axioms: [propext, Classical.choice, Quot.sound]
```

## Basis states labelled by a quantum number

The type `n` indexes a finite basis, for instance the Slater determinants of one configuration. The function `d` gives each state its quantum number, such as the total spin projection, and `block H d M` is $H$ restricted to the states with $d_i=M$. The hypothesis `h` says that the quantum number is conserved. A pair $(M_L,M_S)$ also fits over $\mathbb C$, encoded as $d=M_L+iM_S$.

Levels are the roots of `charpoly`, counted with algebraic multiplicity. $H$ need not be Hermitian. `levels_eq_sum_block_levels` holds over any field but sees only the roots in that field; the two theorems about diagonal sums assume `IsAlgClosed K`, which $\mathbb C$ satisfies.

In `level_by_subtraction`, the hypothesis `hE` says that block $M$ has the levels of block $M'$ and one more, $E$. This is assumed, not derived. In an atom it comes from rotational symmetry, provided that the span of the basis is closed under the angular momentum operators: for $M\ge 0$ and $M'=M+1$, the lowering operator carries every level at $M'$ down to $M$, and the levels left over have total angular momentum $M$. The subtraction isolates one level only if a single one is left over.

Within a finite basis, such as a single configuration, this yields a term energy from diagonal matrix elements alone.

## From the commutator to the difference of diagonal sums

**Selection rule.** The $(i,j)$ entries of $H\,\mathrm{diag}(d)$ and $\mathrm{diag}(d)\,H$ are $H_{ij}d_j$ and $d_iH_{ij}$. They are equal, so $(d_i-d_j)H_{ij}=0$, and $H_{ij}=0$ if $d_i\ne d_j$. `selection_rule` takes exactly these steps.

**Factorisation.** Write $p_H(x)=\det(x\mathbf 1-H)$ and let $H_M$ be the block at $M$. Sorting the states by $d$ permutes rows and columns alike, which leaves the determinant unchanged and makes $x\mathbf 1-H$ block diagonal. Hence

$$p_H(x)=\prod_M p_{H_M}(x).$$

`charpoly_eq_prod_blocks` uses Mathlib's determinant formula for block triangular matrices, which needs an order on the labels. A general field does not come with one, so the proof picks an arbitrary linear order. `hblock` then identifies each block of $x\mathbf 1-H$ with $x\mathbf 1-H_M$.

**Levels.** The factors are monic, hence nonzero, so the roots of the product are the roots of the factors taken together.

**Diagonal sums.** Over an algebraically closed field, $p_{H_M}(x)=\prod_k(x-E_k)$. For a nonempty block, comparing the coefficients of the second-highest power of $x$ gives

$$\sum_k E_k=\operatorname{tr}H_M=\sum_{i:\,d_i=M}H_{ii}.$$

For an empty block both sums are zero. This is `block_level_sum`.

**Subtraction.** If $p_{H_M}(x)=(x-E)\,p_{H_{M'}}(x)$, then $E$ is a root of $p_{H_M}$, which divides $p_H$, so $E$ is a level of $H$. Summing the roots on both sides gives $\operatorname{tr}H_M=E+\operatorname{tr}H_{M'}$, and therefore $E=\operatorname{tr}H_M-\operatorname{tr}H_{M'}$.

## Two exchange-coupled spins

For $J\,\mathbf S_1\cdot\mathbf S_2$ with $\hbar=1$, take $J=4$. The block at projection 1 is the single number $1$. The block at projection 0, on $\uparrow\downarrow$ and $\downarrow\uparrow$, is

$$\begin{pmatrix}-1&2\\2&-1\end{pmatrix}.$$

The subtraction gives $E=(-1-1)-1=-3$, the singlet. Direct diagonalisation agrees: the eigenvalues are $1$ and $-3$.

`level_by_subtraction_witness` establishes both hypotheses of the subtraction for every complex $J$, with $E=-3J/4$. It lists the states of each block through `block_charpoly_of_list`, then factorises the two-dimensional characteristic polynomial from its trace $-J/2$ and determinant $-3J^2/16$.

## Blocks in a diagonalisation code

If the Hamiltonian of a finite spin cluster conserves total $S_z$, an exact-diagonalisation program can group the basis states by their total $S_z$ and diagonalise each group separately. In NumPy, with `idx` the list of states in one group, the block is `H[np.ix_(idx, idx)]`. If all eigenvalues of a block are computed, comparing their sum with its trace is a cheap check on the eigensolver, up to rounding.
